# Nodes that colour refinement has not separated after N − 1 rounds stay together

In a chain of three atoms with one end marked, the other two start with equal labels, but one look at the neighbours tells them apart, and then nothing is left to separate. The same counting limits every finite graph with $N$ nodes: if each round replaces a node's colour by the pair (own colour, multiset of neighbour colours), two nodes that share a colour after $N-1$ rounds share one after every number of rounds.

In Lean 4 with Mathlib:

```lean
import Mathlib

open Finset

namespace ColourRefinement

universe u v w

/-- The colours available after `t` rounds: initially the labels `C`, and then pairs of
an old colour and a multiset of old colours. -/
def Colour (C : Type u) : ℕ → Type u
  | 0 => C
  | t + 1 => Colour C t × Multiset (Colour C t)

variable {V : Type v} {C : Type u} [Fintype V]
variable (G : SimpleGraph V) [DecidableRel G.Adj] (c : V → C)

/-- The neighbours of a node, as a multiset. -/
def neighbours (x : V) : Multiset V := (univ.filter (G.Adj x)).val

/-- Colour refinement: each round replaces the colour of a node by the pair
(own colour, multiset of neighbour colours). -/
def colour : (t : ℕ) → V → Colour C t
  | 0 => c
  | t + 1 => fun x => (colour t x, (neighbours G x).map (colour t))

/-- The number of different colours present on the graph after `t` rounds. -/
noncomputable def numColours (t : ℕ) : ℕ := (Set.range (colour G c t)).ncard

/-- Round `t` is stable if the next round separates no two nodes of equal colour. -/
def Stable (t : ℕ) : Prop :=
  ∀ x y, colour G c t x = colour G c t y → colour G c (t + 1) x = colour G c (t + 1) y

/-- Two nodes share a colour after one more round exactly when they share a colour now and
their neighbours carry the same multiset of colours. -/
theorem colour_succ_iff (t : ℕ) (x y : V) :
    colour G c (t + 1) x = colour G c (t + 1) y ↔
      colour G c t x = colour G c t y ∧
        (neighbours G x).map (colour G c t) = (neighbours G y).map (colour G c t) :=
  Iff.of_eq (Prod.mk.injEq _ _ _ _)

/-- Nodes that share a colour after `t` rounds shared a colour after every earlier round. -/
theorem colour_eq_of_le {s t : ℕ} (hst : s ≤ t) {x y : V}
    (h : colour G c t x = colour G c t y) : colour G c s x = colour G c s y := by
  induction t, hst using Nat.le_induction with
  | base => exact h
  | succ t _ ih => exact ih ((colour_succ_iff G c t x y).1 h).1

/-- If one round separates no further nodes, neither does the round after it. -/
theorem stable_succ {t : ℕ} (h : Stable G c t) : Stable G c (t + 1) := by
  intro x y hxy
  -- by stability the new colour is a function of the old one
  obtain ⟨f, hf⟩ : ∃ f : Colour C t → Colour C (t + 1),
      ∀ z, colour G c (t + 1) z = f (colour G c t z) :=
    ⟨Function.extend (colour G c t) (colour G c (t + 1)) (fun _ => colour G c (t + 1) x),
      fun z => (Function.FactorsThrough.extend_apply (fun a b hab => h a b hab) _ z).symm⟩
  have hfun : colour G c (t + 1) = f ∘ colour G c t := funext hf
  have hm := congrArg (Multiset.map f) ((colour_succ_iff G c t x y).1 hxy).2
  rw [Multiset.map_map, Multiset.map_map] at hm
  refine (colour_succ_iff G c (t + 1) x y).2 ⟨hxy, ?_⟩
  rw [hfun]
  exact hm

/-- A round that does not increase the number of colours separates no further nodes. -/
theorem stable_of_numColours_le {t : ℕ}
    (h : numColours G c (t + 1) ≤ numColours G c t) : Stable G c t := by
  -- forgetting the neighbours maps the new colours onto the old ones
  obtain ⟨f, hf⟩ : ∃ f : Colour C (t + 1) → Colour C t,
      ∀ z, f (colour G c (t + 1) z) = colour G c t z := ⟨Prod.fst, fun _ => rfl⟩
  have himg : f '' Set.range (colour G c (t + 1)) = Set.range (colour G c t) := by
    rw [← Set.range_comp]
    exact congrArg Set.range (funext hf)
  have hinj : Set.InjOn f (Set.range (colour G c (t + 1))) :=
    Set.injOn_of_ncard_image_eq
      (le_antisymm (Set.ncard_image_le (Set.finite_range _)) (by rw [himg]; exact h))
      (Set.finite_range _)
  intro x y hxy
  exact hinj ⟨x, rfl⟩ ⟨y, rfl⟩ (by rw [hf, hf, hxy])

/-- On a graph with `N` nodes and `k` initial colours, nodes that share a colour after
`N - k` rounds share a colour after every number of rounds. -/
theorem colour_eq_of_initial_count {x y : V}
    (h : colour G c (Fintype.card V - numColours G c 0) x =
      colour G c (Fintype.card V - numColours G c 0) y) (t : ℕ) :
    colour G c t x = colour G c t y := by
  have hle : ∀ s, numColours G c s ≤ Fintype.card V := by
    intro s
    unfold numColours
    rw [← Set.image_univ]
    exact (Set.ncard_image_le Set.finite_univ).trans
      (by rw [Set.ncard_univ, Nat.card_eq_fintype_card])
  -- the number of colours cannot grow in each of the first N - k + 1 rounds
  obtain ⟨s, hs, hstab⟩ : ∃ s, s ≤ Fintype.card V - numColours G c 0 ∧ Stable G c s := by
    by_contra hno
    have grow : ∀ r, r ≤ Fintype.card V - numColours G c 0 + 1 →
        numColours G c 0 + r ≤ numColours G c r := by
      intro r
      induction r with
      | zero => intro _; simp
      | succ r ih =>
        intro hr
        have h1 := ih (by omega)
        have h2 : ¬ numColours G c (r + 1) ≤ numColours G c r := fun hc =>
          hno ⟨r, by omega, stable_of_numColours_le G c hc⟩
        omega
    have h1 := grow _ le_rfl
    have h2 := hle (Fintype.card V - numColours G c 0 + 1)
    have h3 := hle 0
    omega
  -- from the stable round on, nothing is separated any more
  have hall : ∀ r, Stable G c (s + r) := by
    intro r
    induction r with
    | zero => exact hstab
    | succ r ih => exact stable_succ G c ih
  have hlate : ∀ r, colour G c (s + r) x = colour G c (s + r) y := by
    intro r
    induction r with
    | zero => exact colour_eq_of_le G c hs h
    | succ r ih => exact hall r x y ih
  exact colour_eq_of_le G c (Nat.le_add_left t s) (hlate t)

/-- On a graph with `N` nodes, two nodes that share a colour after `N - 1` rounds share a
colour after every number of rounds. -/
theorem colour_eq_forever {x y : V}
    (h : colour G c (Fintype.card V - 1) x = colour G c (Fintype.card V - 1) y) (t : ℕ) :
    colour G c t x = colour G c t y := by
  have hpos : 0 < numColours G c 0 :=
    (Set.ncard_pos (Set.finite_range _)).2 ⟨_, x, rfl⟩
  exact colour_eq_of_initial_count G c (colour_eq_of_le G c (by omega) h) t

/-- Node features of a message-passing network: `e` embeds the initial labels, and layer `t`
updates a node by `φ t` from its own feature and the multiset of neighbour features. -/
def feature {X : ℕ → Type w} (e : C → X 0)
    (φ : (t : ℕ) → X t → Multiset (X t) → X (t + 1)) : (t : ℕ) → V → X t
  | 0 => fun x => e (c x)
  | t + 1 => fun x => φ t (feature e φ t x) ((neighbours G x).map (feature e φ t))

/-- Two atoms that share a colour after `N - 1` rounds on a graph with `N` nodes receive equal
features from every such message-passing network at every depth. -/
theorem feature_eq_forever {X : ℕ → Type w} (e : C → X 0)
    (φ : (t : ℕ) → X t → Multiset (X t) → X (t + 1)) {x y : V}
    (h : colour G c (Fintype.card V - 1) x = colour G c (Fintype.card V - 1) y) (t : ℕ) :
    feature G c e φ t x = feature G c e φ t y := by
  -- the feature at depth t is a function of the colour after t rounds
  have key : ∃ g : Colour C t → X t, ∀ z, feature G c e φ t z = g (colour G c t z) := by
    induction t with
    | zero => exact ⟨e, fun _ => rfl⟩
    | succ t ih =>
      obtain ⟨g, hg⟩ := ih
      refine ⟨fun (p : Colour C t × Multiset (Colour C t)) => φ t (g p.1) (p.2.map g), ?_⟩
      intro z
      change φ t (feature G c e φ t z) ((neighbours G z).map (feature G c e φ t)) =
        φ t (g (colour G c t z)) (((neighbours G z).map (colour G c t)).map g)
      rw [Multiset.map_map, hg z]
      congr 1
      exact Multiset.map_congr rfl (fun a _ => hg a)
  obtain ⟨g, hg⟩ := key
  rw [hg, hg, colour_eq_forever G c h t]

/-- The path on three nodes, `0 - 1 - 2`. -/
def path3 : SimpleGraph (Fin 3) := SimpleGraph.fromRel (fun i j => i.val + 1 = j.val)

instance : DecidableRel path3.Adj := fun i j =>
  inferInstanceAs (Decidable (i ≠ j ∧ (i.val + 1 = j.val ∨ j.val + 1 = i.val)))

/-- The labelling of the three-node path that marks the end node `0`. -/
def endMark (i : Fin 3) : Bool := decide (i = 0)

/-- The count `N - k` cannot be lowered in general: the three-node path with one marked end has
`k = 2` initial colours, and nodes `1` and `2` share a colour at first but not after one round. -/
theorem initial_count_sharp :
    numColours path3 endMark 0 = 2 ∧
      colour path3 endMark 0 1 = colour path3 endMark 0 2 ∧
      colour path3 endMark 1 1 ≠ colour path3 endMark 1 2 := by
  refine ⟨?_, rfl, ?_⟩
  · have hsurj : Function.Surjective endMark := by
      intro b
      cases b
      · exact ⟨1, by decide⟩
      · exact ⟨0, by decide⟩
    change (Set.range endMark).ncard = 2
    rw [hsurj.range_eq, Set.ncard_univ, Nat.card_eq_fintype_card, Fintype.card_bool]
  · -- node 1 has two neighbours, node 2 has one
    intro h
    have hc := congrArg Multiset.card ((colour_succ_iff path3 endMark 0 1 2).1 h).2
    rw [Multiset.card_map, Multiset.card_map] at hc
    exact absurd hc (by decide)

end ColourRefinement
```

```lean
#print axioms ColourRefinement.stable_of_numColours_le
#print axioms ColourRefinement.feature_eq_forever
#print axioms ColourRefinement.initial_count_sharp
```

```
'ColourRefinement.stable_of_numColours_le' depends on axioms: [propext, Classical.choice, Quot.sound]
'ColourRefinement.feature_eq_forever' depends on axioms: [propext, Classical.choice, Quot.sound]
'ColourRefinement.initial_count_sharp' depends on axioms: [propext, Classical.choice, Quot.sound]
```

## Atoms, labels and layers

A message-passing network describes an atom by passing information along the edges of a graph, one step per layer. How many layers can matter for telling two atoms apart?

The nodes `V` are the atoms, and `c` gives their initial labels, for instance the chemical elements. The graph `G` is a `SimpleGraph`: its edges are undirected, and no atom is its own neighbour. Write $c_t(x)$ for `colour G c t x` and $\Gamma(x)$ for the multiset `neighbours G x`. Then $c_0=c$ and

$$c_{t+1}(x)=\bigl(c_t(x),\ \{\!\{c_t(z): z\in\Gamma(x)\}\!\}\bigr).$$

The type `Colour C t` holds these nested pairs literally, so no hashing can merge different colours. Let $k_t$ be the number of colours present after $t$ rounds (`numColours`), and $k=k_0$. The sharper theorem, `colour_eq_of_initial_count`, needs agreement only after $N-k$ rounds; `colour_eq_forever` gives the bound $N-1$, which doesn't depend on the labels.

In `feature`, the map `e` embeds the labels and `φ t` is the update of layer $t$, an arbitrary function of the atom's own feature and the multiset of neighbour features. Feature spaces may change from layer to layer. By `feature_eq_forever`, atoms with equal colours after $N-1$ rounds receive equal features at every depth. A potential that computes atomic energies from these features alone therefore gives both atoms the same energy, provided that its messages carry no distances or other edge data. Most interatomic potentials do use distances, and that step from bare graph to geometry is left open here.

The bound concerns colours, not the layers of one particular network: a network whose first layers ignore the neighbours may separate atoms later than layer $N-1$.

## Five identical atoms in a chain

Number the atoms 0 to 4 and give them all the same label, so $N=5$ and $k=1$.

- Round 1 separates by number of neighbours: $\{0,4\},\{1,2,3\}$.
- Round 2 separates atom 2, which has no end atom as neighbour: $\{0,4\},\{1,3\},\{2\}$.
- Round 3 changes nothing.

The colour counts are $1,2,3,3$. Refinement stops well before the guaranteed $N-k=4$ rounds, and mirror-image atoms are never separated.

## Why refinement must stop

**Colours only refine.** The pair $c_{t+1}(x)$ contains $c_t(x)$, so equality at a later round implies equality at every earlier one (`colour_eq_of_le`, by induction).

**One idle round makes all later rounds idle.** Call round $t$ stable if $c_t(x)=c_t(y)$ always implies $c_{t+1}(x)=c_{t+1}(y)$. Then $c_{t+1}=f\circ c_t$ for some function $f$, which `stable_succ` builds with `Function.extend`. If $c_{t+1}(x)=c_{t+1}(y)$, the neighbours of $x$ and $y$ carry the same multiset of $c_t$-colours. Applying $f$ to each member gives equal multisets of $c_{t+1}$-colours, hence $c_{t+2}(x)=c_{t+2}(y)$.

**Each round that separates nodes adds a colour.** Taking the first component maps the new colours onto the old ones. If $k_{t+1}\le k_t$, this surjection between finite sets is injective, so no class was split (`stable_of_numColours_le`).

**There is room for only $N$ colours.** If none of the rounds $0,\dots,N-k$ were stable, then

$$k_{N-k+1}\ge k+(N-k+1)=N+1,$$

which is impossible. So some round $s\le N-k$ is stable. Nodes that agree after $N-k$ rounds agree at $s$, and from there on always. Since $k\ge1$, agreement after $N-1$ rounds suffices too.

**Features are functions of colours.** At depth $t$ the feature is $g_t(c_t(x))$, with $g_0=e$ and

$$g_{t+1}(a,M)=\varphi_t\bigl(g_t(a),\{\!\{g_t(b):b\in M\}\!\}\bigr).$$

This is the induction `key` in `feature_eq_forever`; equal colours then give equal features.

The marked three-atom chain has $N-k=3-2=1$. Atoms 1 and 2 agree at round 0 but have two neighbours and one, so `initial_count_sharp` shows that $N-k$ can't be lowered in general.
